# Weak-coupling superexchange through a uniform bridge decays exponentially with length

## An electron crossing an off-resonant bridge

A donor and an acceptor are too far apart to couple directly, but a chain of $n\ge 1$ bridge sites connects them. The bridge levels lie away from the donor and acceptor energy, so the electron tunnels through the chain. How does the resulting coupling depend on $n$?

Put donor and acceptor at energy zero and every bridge site at energy $D$ (the bridge energy, not a donor label). All nearest-neighbour couplings, contacts included, equal $t=xv$, where $v$ is fixed and $x$ scales the coupling strength.

## Eliminating the bridge

Let $B$ be the bridge Hamiltonian, and let $W$ be the $2\times n$ block that couples donor (row 0) and acceptor (row 1) to the chain. With amplitudes $c$ on donor and acceptor and $b$ on the bridge, the Schrödinger equation reads

$$Wb=Ec,\qquad W^{T}c+Bb=Eb.$$

If $E$ is not a bridge eigenvalue, $b=(E-B)^{-1}W^Tc$, and the partitioned Hamiltonian is $W(E-B)^{-1}W^T$. Number the bridge sites $0,\dots,n-1$. The donor touches site 0 and the acceptor site $n-1$, so the off-diagonal element is

$$T(E)=t^2\,[(E-B)^{-1}]_{0,n-1}.$$

The matrix $E-B$ has diagonal $E-D$ and neighbouring entries $-t$. Deleting its last row and first column leaves a lower triangular matrix with diagonal $-t$. The cofactor is therefore $(-1)^{n-1}(-t)^{n-1}=t^{n-1}$, and

$$\det(E-B)\,T(E)=t^{n+1}.$$

## The weak-coupling limit

Divide by $x^{n+1}$: near $x=0$, $T(E)/x^{n+1}=v^{n+1}/\det(E-B)$. The determinant is continuous in $x$ and tends to $(E-D)^n$, which is nonzero for $E\ne D$. At $E=0$, with $D\neq0$,

$$\frac{T(0)}{x^{n+1}}\to\frac{(-1)^n v^{n+1}}{D^n}\qquad(x\to0,\ x\ne0).$$

For $n=1$ both ends touch the same site, and $T(0)=-t^2/D$ holds exactly.

## Decay at finite coupling

The limit is taken at fixed $n$, so a bound for all lengths at one value of $t$ needs a separate argument. Let $d_n=\det B$ for $n$ sites. Expanding along the first row gives

$$d_{n+2}=D\,d_{n+1}-t^2d_n,\qquad d_0=1,\quad d_1=D.$$

Assume $2|t|<D$: zero energy then lies below the band $[D-2|t|,D+2|t|]$ of a long bridge. If $d_k>0$ and $d_{k+1}\ge(D-|t|)d_k$, then $d_{k+1}\ge|t|d_k$, so $t^2d_k\le|t|d_{k+1}$ and $d_{k+2}\ge(D-|t|)d_{k+1}$. The case $k=0$ is clear, hence $d_n\ge(D-|t|)^n$. Since $|\det(-B)|=d_n$,

$$|T(0)|=\frac{|t|^{n+1}}{d_n}\le|t|\left(\frac{|t|}{D-|t|}\right)^n,$$

with a ratio below one.

Take $n=2$, $D=10$, $t=1$. Then $d_2=99$ and $T(0)=1/99\approx0.0101$. The leading term is $0.0100$ and the bound is $1/81\approx0.0123$.

## What the Lean statements say

`bridge n D t` is $B$, `contact n t` is $W$, `effective` is the partitioned Hamiltonian, and `coupling n D t E` is $T(E)$. All parameters are real. In `mcconnell_superexchange`, `𝓝[≠] 0` means that $x$ approaches zero without reaching it; $D$ may have either sign. McConnell's formula usually allows contact couplings that differ from the internal ones; here they are equal. `exponential_decay` also admits $n=0$, where the coupling vanishes.

The model is a finite chain of orthonormal sites with one electron and no nuclear motion. Within it, the result gives the length dependence used in tunnelling models of electron transfer. Reading $2|T(0)|$ as a level splitting is a further approximation, because the true levels solve the partitioned problem at their own energies, not at $E=0$.

## The complete file

```lean
import Mathlib

open Matrix Filter Topology

namespace BridgeSuperexchange

noncomputable section

/-- Hamiltonian of a bridge of `n` sites with site energy `D` and nearest-neighbour
coupling `t`. -/
def bridge (n : ℕ) (D t : ℝ) : Matrix (Fin n) (Fin n) ℝ :=
  Matrix.of fun i j => if (i : ℕ) = j then D
    else if (i : ℕ) + 1 = j ∨ (j : ℕ) + 1 = i then t else 0

/-- Coupling of the donor (row 0) to the first bridge site and of the acceptor (row 1)
to the last one. -/
def contact (n : ℕ) (t : ℝ) : Matrix (Fin 2) (Fin n) ℝ :=
  Matrix.of fun s j => if s = 0 then (if (j : ℕ) = 0 then t else 0)
    else (if (j : ℕ) + 1 = n then t else 0)

/-- Partitioned Hamiltonian of donor and acceptor, both at energy zero and without direct
coupling, at an energy `E` that is not an eigenvalue of the bridge. -/
def effective (n : ℕ) (D t E : ℝ) : Matrix (Fin 2) (Fin 2) ℝ :=
  contact n t * (E • (1 : Matrix (Fin n) (Fin n) ℝ) - bridge n D t)⁻¹ * (contact n t)ᵀ

/-- Donor-acceptor element of the partitioned Hamiltonian, at an energy `E` that is not an
eigenvalue of the bridge. -/
def coupling (n : ℕ) (D t E : ℝ) : ℝ := effective n D t E 0 1

/-- Energy minus bridge Hamiltonian is again a chain, with site energy `E - D` and
coupling `-t`. -/
theorem energy_sub_bridge (n : ℕ) (D t E : ℝ) :
    E • (1 : Matrix (Fin n) (Fin n) ℝ) - bridge n D t = bridge n (E - D) (-t) := by
  ext i j
  simp only [bridge, Matrix.sub_apply, Matrix.smul_apply, Matrix.one_apply, Matrix.of_apply,
    Fin.ext_iff, smul_eq_mul]
  split_ifs <;> ring

/-- The cofactor that joins the two ends of a chain of `m + 1` sites is a product of the
`m` couplings along it, each with a minus sign. -/
theorem adjugate_corner (m : ℕ) (D t : ℝ) :
    (bridge (m + 1) D t).adjugate 0 (Fin.last m) = (-t) ^ m := by
  -- deleting the last row and first column leaves a triangular matrix
  have hlow : ((bridge (m + 1) D t).submatrix (Fin.last m).succAbove
      (Fin.succAbove 0)).BlockTriangular OrderDual.toDual := by
    intro i j hij
    have h : (i : ℕ) < j := OrderDual.toDual_lt_toDual.mp hij
    simp only [bridge, Matrix.submatrix_apply, Matrix.of_apply, Fin.succAbove_last,
      Fin.succAbove_zero, Fin.val_castSucc, Fin.val_succ]
    rw [if_neg (by omega), if_neg (by omega)]
  have hdiag : ∀ i : Fin m, (bridge (m + 1) D t).submatrix (Fin.last m).succAbove
      (Fin.succAbove 0) i i = t := by
    intro i
    simp only [bridge, Matrix.submatrix_apply, Matrix.of_apply, Fin.succAbove_last,
      Fin.succAbove_zero, Fin.val_castSucc, Fin.val_succ]
    simp
  rw [Matrix.adjugate_fin_succ_eq_det_submatrix, Matrix.det_of_isLowerTriangular _ hlow,
    Finset.prod_congr rfl (fun i _ => hdiag i), neg_pow t m]
  simp

/-- Exact coupling through `n ≥ 1` bridge sites: at an energy that is not a bridge
eigenvalue, it equals `t ^ (n + 1)` over the secular determinant of the bridge. -/
theorem det_mul_coupling {n : ℕ} (hn : 1 ≤ n) (D t E : ℝ)
    (hE : (E • (1 : Matrix (Fin n) (Fin n) ℝ) - bridge n D t).det ≠ 0) :
    (E • (1 : Matrix (Fin n) (Fin n) ℝ) - bridge n D t).det * coupling n D t E
      = t ^ (n + 1) := by
  obtain ⟨m, rfl⟩ : ∃ m, n = m + 1 := ⟨n - 1, by omega⟩
  have c0 : ∀ i, contact (m + 1) t 0 i = if i = 0 then t else 0 := by
    intro i
    have h : (i : ℕ) = 0 ↔ i = 0 := ⟨fun h => Fin.ext h, fun h => congrArg Fin.val h⟩
    simp only [contact, Matrix.of_apply, if_true, h]
  have c1 : ∀ i, contact (m + 1) t 1 i = if i = Fin.last m then t else 0 := by
    intro i
    have h : (i : ℕ) + 1 = m + 1 ↔ i = Fin.last m :=
      ⟨fun h => Fin.ext (Nat.succ.inj h), fun h => by rw [h, Fin.val_last]⟩
    have h10 : (1 : Fin 2) ≠ 0 := by decide
    simp only [contact, Matrix.of_apply, h10, if_false, h]
  have hcorner := adjugate_corner m (E - D) (-t)
  rw [← energy_sub_bridge, neg_neg] at hcorner
  unfold coupling effective
  generalize E • (1 : Matrix (Fin (m + 1)) (Fin (m + 1)) ℝ) - bridge (m + 1) D t = A at *
  -- only the end-to-end element of the resolvent contributes
  have hc : (contact (m + 1) t * A⁻¹ * (contact (m + 1) t)ᵀ) 0 1
      = t * A⁻¹ 0 (Fin.last m) * t := by
    simp only [Matrix.mul_apply, Matrix.transpose_apply, c0, c1, ite_mul, zero_mul, mul_ite,
      mul_zero, Finset.sum_ite_eq', Finset.mem_univ, if_true]
  have hadj : A.adjugate = A.det • A⁻¹ := by
    calc A.adjugate = A⁻¹ * (A * A.adjugate) := by
          rw [← Matrix.mul_assoc, Matrix.nonsing_inv_mul _ (isUnit_iff_ne_zero.mpr hE),
            Matrix.one_mul]
      _ = A.det • A⁻¹ := by rw [Matrix.mul_adjugate, Matrix.mul_smul, Matrix.mul_one]
  rw [hadj, Matrix.smul_apply, smul_eq_mul] at hcorner
  rw [hc]
  linear_combination t ^ 2 * hcorner

/-- Weak-coupling limit at any energy `E` different from the bridge site energy `D`, for
`n ≥ 1` bridge sites and all couplings equal to `x * v`. -/
theorem coupling_limit {n : ℕ} (hn : 1 ≤ n) (D v E : ℝ) (hE : E ≠ D) :
    Tendsto (fun x : ℝ => coupling n D (x * v) E / x ^ (n + 1)) (𝓝[≠] 0)
      (𝓝 (v ^ (n + 1) / (E - D) ^ n)) := by
  have hcont : Continuous fun x : ℝ =>
      (E • (1 : Matrix (Fin n) (Fin n) ℝ) - bridge n D (x * v)).det := by
    refine Continuous.matrix_det (continuous_matrix fun i j => ?_)
    simp only [bridge, Matrix.sub_apply, Matrix.smul_apply, Matrix.one_apply,
      Matrix.of_apply, smul_eq_mul]
    split_ifs <;> fun_prop
  have hzero : (E • (1 : Matrix (Fin n) (Fin n) ℝ) - bridge n D (0 * v)).det
      = (E - D) ^ n := by
    have h : E • (1 : Matrix (Fin n) (Fin n) ℝ) - bridge n D (0 * v)
        = (E - D) • (1 : Matrix (Fin n) (Fin n) ℝ) := by
      ext i j
      simp only [bridge, Matrix.sub_apply, Matrix.smul_apply, Matrix.one_apply,
        Matrix.of_apply, Fin.ext_iff, smul_eq_mul]
      split_ifs <;> ring
    rw [h, Matrix.det_smul, Matrix.det_one, Fintype.card_fin, mul_one]
  have hne : (E - D) ^ n ≠ 0 := pow_ne_zero _ (sub_ne_zero.mpr hE)
  have hlim := (hcont.tendsto 0).mono_left (nhdsWithin_le_nhds (s := {0}ᶜ))
  rw [hzero] at hlim
  refine (tendsto_const_nhds.div hlim hne).congr' ?_
  -- near zero coupling the exact formula applies
  filter_upwards [hlim.eventually_ne hne, self_mem_nhdsWithin] with x hdet hx
  have key := det_mul_coupling hn D (x * v) E hdet
  rw [mul_pow] at key
  have hx' : x ^ (n + 1) ≠ 0 := pow_ne_zero _ hx
  change v ^ (n + 1) / (E • (1 : Matrix (Fin n) (Fin n) ℝ) - bridge n D (x * v)).det
    = coupling n D (x * v) E / x ^ (n + 1)
  rw [div_eq_div_iff hdet hx']
  linear_combination -key

/-- McConnell superexchange: for `n ≥ 1` bridge sites of nonzero energy `D` and all couplings
`x * v`, the zero-energy coupling over `x ^ (n + 1)` tends to `(-1)^n v^(n+1) / D^n`
as `x` tends to zero. -/
theorem mcconnell_superexchange {n : ℕ} (hn : 1 ≤ n) (D v : ℝ) (hD : D ≠ 0) :
    Tendsto (fun x : ℝ => coupling n D (x * v) 0 / x ^ (n + 1)) (𝓝[≠] 0)
      (𝓝 ((-1) ^ n * v ^ (n + 1) / D ^ n)) := by
  have h : v ^ (n + 1) / (0 - D) ^ n = (-1) ^ n * v ^ (n + 1) / D ^ n := by
    have s : (-1 : ℝ) ^ n * (-1) ^ n = 1 := by rw [← mul_pow]; norm_num
    rw [div_eq_div_iff (pow_ne_zero _ (by simpa using hD)) (pow_ne_zero _ hD), zero_sub,
      neg_pow D n]
    linear_combination (-(v ^ (n + 1) * D ^ n)) * s
  rw [← h]
  exact coupling_limit hn D v 0 hD.symm

/-- Lengthening the bridge: the determinants of chains of `n + 2`, `n + 1` and `n` sites
obey a three-term recursion. -/
theorem det_bridge_add_two (n : ℕ) (D t : ℝ) :
    (bridge (n + 2) D t).det
      = D * (bridge (n + 1) D t).det - t ^ 2 * (bridge n D t).det := by
  have h0 : (bridge (n + 2) D t).submatrix Fin.succ (Fin.succAbove 0)
      = bridge (n + 1) D t := by
    ext i j
    simp only [bridge, Matrix.submatrix_apply, Matrix.of_apply, Fin.succAbove_zero,
      Fin.val_succ]
    split_ifs <;> first | rfl | omega
  obtain ⟨A, hA⟩ : ∃ A, A = (bridge (n + 2) D t).submatrix Fin.succ
      (Fin.succAbove (Fin.succ 0)) := ⟨_, rfl⟩
  have s0 : Fin.succAbove (Fin.succ (0 : Fin (n + 1))) 0 = 0 :=
    Fin.succAbove_of_castSucc_lt _ _ (by simp)
  have s1 : ∀ j : Fin n, Fin.succAbove (Fin.succ (0 : Fin (n + 1))) j.succ = j.succ.succ :=
    fun j => Fin.succAbove_of_le_castSucc _ _ (by simp [Fin.le_def])
  have a0 : A 0 0 = t := by
    rw [hA, Matrix.submatrix_apply, s0]
    simp [bridge]
  have a1 : ∀ i : Fin n, A i.succ 0 = 0 := by
    intro i
    rw [hA, Matrix.submatrix_apply, s0]
    simp [bridge]
  have am : A.submatrix (Fin.succAbove 0) Fin.succ = bridge n D t := by
    ext i j
    rw [hA]
    simp only [bridge, Matrix.submatrix_apply, Matrix.of_apply, Fin.succAbove_zero, s1,
      Fin.val_succ]
    split_ifs <;> first | rfl | omega
  have hdet : A.det = t * (bridge n D t).det := by
    rw [Matrix.det_succ_column_zero, Fin.sum_univ_succ]
    simp only [a0, a1, am, mul_zero, zero_mul, Finset.sum_const_zero, Fin.val_zero]
    ring
  have e0 : bridge (n + 2) D t 0 0 = D := by simp [bridge]
  have e1 : bridge (n + 2) D t 0 (Fin.succ 0) = t := by simp [bridge]
  have e2 : ∀ j : Fin n, bridge (n + 2) D t 0 j.succ.succ = 0 := by
    intro j
    simp [bridge]
  -- expand along the first row: only two entries survive
  rw [Matrix.det_succ_row_zero, Fin.sum_univ_succ, Fin.sum_univ_succ]
  simp only [e0, e1, e2, h0, ← hA, hdet, mul_zero, zero_mul, Finset.sum_const_zero,
    Fin.val_zero, Fin.val_succ]
  ring

/-- If the site energy exceeds twice the coupling strength, the bridge determinant is at
least `(D - |t|) ^ n`. -/
theorem det_bridge_lower (n : ℕ) (D t : ℝ) (h : 2 * |t| < D) :
    (D - |t|) ^ n ≤ (bridge n D t).det := by
  have ht := abs_nonneg t
  have step : ∀ k, 0 < (bridge k D t).det ∧
      (D - |t|) * (bridge k D t).det ≤ (bridge (k + 1) D t).det := by
    intro k
    induction k with
    | zero => simp [bridge]
    | succ k ih =>
      obtain ⟨hp, hr⟩ := ih
      have hq : 0 < (D - |t|) * (bridge k D t).det := mul_pos (by linarith) hp
      refine ⟨by linarith, ?_⟩
      have h1 : |t| * (bridge k D t).det ≤ (bridge (k + 1) D t).det := by nlinarith
      have h2 := mul_le_mul_of_nonneg_left h1 ht
      rw [det_bridge_add_two, ← sq_abs t]
      linarith
  induction n with
  | zero => simp
  | succ n ih =>
    calc (D - |t|) ^ (n + 1) = (D - |t|) * (D - |t|) ^ n := by ring
      _ ≤ (D - |t|) * (bridge n D t).det :=
          mul_le_mul_of_nonneg_left ih (by linarith)
      _ ≤ _ := (step n).2

/-- Exponential decay at finite coupling: if `2 |t| < D`, the exact zero-energy coupling is
bounded by `|t|` times the `n`-th power of a ratio below one that does not depend on `n`. -/
theorem exponential_decay (D t : ℝ) (h : 2 * |t| < D) :
    |t| / (D - |t|) < 1 ∧
      ∀ n : ℕ, |coupling n D t 0| ≤ |t| * (|t| / (D - |t|)) ^ n := by
  have ht := abs_nonneg t
  have hq : 0 < D - |t| := by linarith
  refine ⟨by rw [div_lt_one hq]; linarith, fun n => ?_⟩
  rcases Nat.eq_zero_or_pos n with rfl | hn
  · simp [coupling, effective, Matrix.mul_apply]
  have hlow := det_bridge_lower n D t h
  have hpos : 0 < (bridge n D t).det := lt_of_lt_of_le (pow_pos hq n) hlow
  have habs : |((0 : ℝ) • (1 : Matrix (Fin n) (Fin n) ℝ) - bridge n D t).det|
      = (bridge n D t).det := by
    rw [zero_smul, zero_sub, Matrix.det_neg, abs_mul, abs_pow, abs_neg, abs_one, one_pow,
      one_mul, abs_of_pos hpos]
  have key := congrArg abs (det_mul_coupling hn D t 0
    (abs_pos.mp (by rw [habs]; exact hpos)))
  rw [abs_mul, habs, abs_pow] at key
  have hform : |t| * (|t| / (D - |t|)) ^ n = |t| ^ (n + 1) / (D - |t|) ^ n := by
    rw [div_pow, pow_succ]
    ring
  rw [hform, le_div_iff₀ (pow_pos hq n), ← key, mul_comm]
  exact mul_le_mul_of_nonneg_right hlow (abs_nonneg _)

end

end BridgeSuperexchange
```

```lean
#print axioms BridgeSuperexchange.mcconnell_superexchange
-- 'BridgeSuperexchange.mcconnell_superexchange' depends on axioms: [propext, Classical.choice, Quot.sound]
#print axioms BridgeSuperexchange.exponential_decay
-- 'BridgeSuperexchange.exponential_decay' depends on axioms: [propext, Classical.choice, Quot.sound]
```

## From cofactor to bound in the proof

`energy_sub_bridge` identifies $E-B$ as a chain with new parameters, and `adjugate_corner` evaluates its corner cofactor through the triangular minor. In `det_mul_coupling`, the sums over `contact` collapse to the end-to-end element of the inverse, and writing the adjugate as determinant times inverse gives the exact identity.

`coupling_limit` takes the limit of $v^{n+1}/\det(E-B)$, then uses `filter_upwards` to restrict to small nonzero $x$, where the determinant is nonzero and the identity applies. `mcconnell_superexchange` sets $E=0$ and rearranges the sign.

`det_bridge_add_two` expands along the first row, then expands the remaining minor along its first column. `det_bridge_lower` carries positivity and the growth inequality through one induction, as above. `exponential_decay` treats $n=0$ separately and otherwise takes absolute values in the exact identity.
